# The James method on a finite grid: two Dirichlet solves give $A^{-1}\rho$ when $A$ and its interior block are invertible

## Can the error of a grounded box be removed exactly?

If I put a molecule's charge density in a box and solve Poisson's equation with zero potential on the walls, I get the wrong potential. It belongs to a molecule inside a grounded metal box, and it includes the field of the charge induced on the walls.

The James method is said to repair this with a second solve. Read off the induced charge, compute the potential it would produce in free space, and use minus that potential as the boundary values. The result should be the potential of the isolated molecule. Does this hold exactly for a discretised Poisson operator, with no appeal to the continuum? I would like to see the conditions spelled out and the argument checked by machine, in Lean.

## The induced charge supplies the missing boundary values

Yes, it holds exactly for a finite matrix, provided that the matrix and its interior block are both invertible, and that "isolated" means the potential which the inverse matrix gives on the whole grid.

Let $A$ be the discrete Poisson operator, for instance $-\nabla^2$ on a grid, with unit factors such as $4\pi$ absorbed into the source $\rho$. Split the sites into an interior $I$, a boundary $B$ and the remaining exterior sites. Let $A_{II}$ be the block of $A$ with both indices in $I$. The source vanishes off $I$, and $A_{ei}=0$ for every exterior $e$ and interior $i$. The isolated potential is $A^{-1}\rho$. It is the free-space potential only if $A^{-1}$ is the free-space Green's function on the grid. If $A$ sets the potential to zero just beyond the outer edge of the grid, as in the three-site example below, $A^{-1}\rho$ belongs to a larger grounded box.

**Every Dirichlet problem has one solution.** We seek $u$ with $(Au)_i=\rho_i$ for $i\in I$ and $u_j=g_j$ for $j\notin I$. Write $u=g+v$, where $v$ vanishes off $I$. The interior equations become
$$\sum_{j\in I}A_{ij}v_j=\rho_i-(Ag)_i,\qquad i\in I.$$
Since $A_{II}$ is invertible, they fix $v$, and hence $u$, uniquely.

**The induced charge lies on $B$.** Let $u$ be the grounded solution, with $g=0$, and define $\sigma=Au-\rho$. Then $Au=\rho+\sigma$, so $u$ is the potential of the source together with the screening charge $\sigma$. On $I$, $\sigma$ vanishes by the equation for $u$. At an exterior site $e$,
$$\sigma_e=\sum_{i\in I}A_{ei}u_i-\rho_e=0,$$
because $u$ lives on $I$, the couplings $A_{ei}$ vanish and $\rho_e=0$.

**The second solve gives the isolated potential.** Apply $A^{-1}$ to the definition of $\sigma$:
$$A^{-1}\sigma=u-A^{-1}\rho,\qquad\text{so}\qquad A^{-1}\rho=u-A^{-1}\sigma.$$
Off $I$ we have $u=0$, so $A^{-1}\rho$ takes the values $-A^{-1}\sigma$ there. On $I$ it satisfies $A(A^{-1}\rho)=\rho$. It therefore solves the second Dirichlet problem. If $w$ also solves it, uniqueness gives $w=A^{-1}\rho$.

**Values on $B$ are enough for the box.** Suppose that $A_{ie}=0$ as well, as for a symmetric stencil. The interior equations then never see the exterior values of $w$. It suffices to prescribe
$$w_j=-\sum_{b\in B}(A^{-1})_{jb}\,\sigma_b,\qquad j\in B,$$
and $w$ agrees with $A^{-1}\rho$ on $I\cup B$. To see this, replace the exterior values of $w$ by those of $A^{-1}\rho$. The interior equations still hold, all values off $I$ now match, and uniqueness applies.

**Three sites in a row.** Take the second-difference matrix with 2 on the diagonal and $-1$ next to it, with site 0 interior, site 1 boundary and site 2 exterior. For $\rho=(4,0,0)$ the grounded solution is $u=(2,0,0)$. Then $Au=(4,-2,0)$ and $\sigma=(0,-2,0)$, a charge of opposite sign on the wall. The potential $-A^{-1}\sigma$ is $(1,2,1)$, so the second solve prescribes 2 and 1 at sites 1 and 2. The interior equation $2w_0-2=4$ gives $w=(3,2,1)$, which is $A^{-1}\rho$.

### What the Lean statement says

The sites form a finite type `n`, potentials and charges are functions `n → K` over any field `K`, and `A *ᵥ u` is the product $Au$. The rest of the dictionary is short:

- `interiorBlock A I` is $A_{II}$.
- `IsDirichletSolution A I ρ g u` says that $u$ satisfies the Poisson equation on $I$ and equals $g$ off $I$. The values of $g$ on $I$ play no role.
- `screeningCharge A ρ u` is $\sigma=Au-\rho$, which fixes the sign convention.

The main theorem, `james_method`, takes a grounded solution `u` and a solution `w` of the second problem. It concludes that $\sigma$ vanishes off $B$ and that $w=A^{-1}\rho$ at every site. Its hypotheses have these physical meanings:

- `hA`: $A$ is invertible, so no nonzero potential exists without charge. A periodic Laplacian fails here, since a constant potential has no source.
- `hI`: $A_{II}$ is invertible, so the grounded box has no nonzero source-free potential either. For a symmetric positive definite real matrix this is automatic.
- `hEI`: entries with exterior row and interior column vanish. The layer $B$ must be thick enough to catch the whole reach of the stencil.
- `hρ`: the charge lies entirely in the interior.

An exterior site is one in neither `I` nor `B`; the two sets are disjoint in the physical picture, though the theorem does not require it. In `james_method`, `w` is prescribed at all sites off $I$. The version that needs values only on $B$ is `james_boundary_values`, with the extra hypothesis `hIE`.

For real-space electronic structure, this bears on the Hartree potential of an isolated molecule, for a given density and a finite grid matrix. "Isolated" means whatever $A^{-1}$ means: conditions built into $A$ at the outer edge of the grid remain in the answer. The theorems are algebraic identities. They do not treat the infinite lattice, the error made by using a continuum $1/r$ kernel for $A^{-1}$, or the cost of evaluating the boundary sum.

```lean
import Mathlib

open Matrix

namespace JamesPoissonSolver

variable {n K : Type*} [Fintype n] [Field K]

/-- The block of the matrix `A` that couples interior sites to interior sites. -/
def interiorBlock (A : Matrix n n K) (I : Finset n) : Matrix I I K :=
  A.submatrix Subtype.val Subtype.val

/-- The potential `u` satisfies the discrete Poisson equation `A u = ρ` on the interior `I`
and takes the prescribed values `g` at all other sites. -/
structure IsDirichletSolution (A : Matrix n n K) (I : Finset n) (ρ g u : n → K) : Prop where
  eqn : ∀ i ∈ I, (A *ᵥ u) i = ρ i
  bdry : ∀ j, j ∉ I → u j = g j

/-- The screening charge `σ = A u - ρ` of a potential `u` for the source `ρ`. -/
def screeningCharge (A : Matrix n n K) (ρ u : n → K) : n → K := A *ᵥ u - ρ

/-- A matrix acting on a vector supported in `S` needs only the sum over `S`. -/
theorem mulVec_eq_sum_of_support (A : Matrix n n K) {S : Finset n} {v : n → K}
    (hv : ∀ j, j ∉ S → v j = 0) (i : n) : (A *ᵥ v) i = ∑ j ∈ S, A i j * v j := by
  change ∑ j, A i j * v j = _
  exact (Finset.sum_subset (Finset.subset_univ S)
    (fun j _ hj => by rw [hv j hj, mul_zero])).symm

/-- On interior sites, the full matrix acts on a vector supported in the interior
as the interior block does. -/
theorem interiorBlock_mulVec (A : Matrix n n K) {I : Finset n} {v : n → K}
    (hv : ∀ j, j ∉ I → v j = 0) (i : I) :
    (interiorBlock A I *ᵥ fun j : I => v j) i = (A *ᵥ v) i :=
  (Finset.sum_coe_sort I (fun j => A i j * v j)).trans
    (mulVec_eq_sum_of_support A hv i).symm

variable [DecidableEq n]

/-- If the interior block is invertible, the Dirichlet problem has exactly one solution
for every source and all prescribed values. -/
theorem dirichlet_existsUnique {A : Matrix n n K} {I : Finset n}
    (hI : IsUnit (interiorBlock A I).det) (ρ g : n → K) :
    ∃! u, IsDirichletSolution A I ρ g u := by
  -- Existence: correct `g` by a vector supported in the interior.
  let y : I → K := (interiorBlock A I)⁻¹ *ᵥ fun i : I => ρ i - (A *ᵥ g) i
  let v : n → K := fun j => if h : j ∈ I then y ⟨j, h⟩ else 0
  have hv : ∀ j, j ∉ I → v j = 0 := fun j hj => dif_neg hj
  have hvy : (fun j : I => v j) = y := funext fun j => dif_pos j.2
  refine ⟨g + v, ⟨fun i hi => ?_, fun j hj => ?_⟩, fun w hw => ?_⟩
  · have h := interiorBlock_mulVec A hv ⟨i, hi⟩
    have hy : interiorBlock A I *ᵥ y = fun i : I => ρ i - (A *ᵥ g) i := by
      change interiorBlock A I *ᵥ ((interiorBlock A I)⁻¹ *ᵥ _) = _
      rw [Matrix.mulVec_mulVec, Matrix.mul_nonsing_inv _ hI, Matrix.one_mulVec]
    rw [hvy, hy] at h
    rw [Matrix.mulVec_add, Pi.add_apply, ← h]
    ring
  · rw [Pi.add_apply, hv j hj, add_zero]
  · -- Uniqueness: the interior part of `w - g` is fixed by the interior block.
    have hd : ∀ j, j ∉ I → (w - g) j = 0 := fun j hj => by
      rw [Pi.sub_apply, hw.bdry j hj, sub_self]
    have hM : (interiorBlock A I *ᵥ fun j : I => (w - g) j)
        = fun i : I => ρ i - (A *ᵥ g) i := by
      funext i
      rw [interiorBlock_mulVec A hd i, Matrix.mulVec_sub, Pi.sub_apply, hw.eqn i i.2]
    have hx : (fun j : I => (w - g) j) = y := by
      change _ = (interiorBlock A I)⁻¹ *ᵥ _
      rw [← hM, Matrix.mulVec_mulVec, Matrix.nonsing_inv_mul _ hI, Matrix.one_mulVec]
    funext j
    by_cases hj : j ∈ I
    · have h1 : w j - g j = y ⟨j, hj⟩ := congrFun hx ⟨j, hj⟩
      have h2 : v j = y ⟨j, hj⟩ := dif_pos hj
      rw [Pi.add_apply, h2, ← h1]
      ring
    · rw [Pi.add_apply, hv j hj, add_zero, hw.bdry j hj]

/-- The screening charge of the grounded solution vanishes off the boundary `B`, if the source
lies in the interior and `A` has no entries from the interior to the exterior. -/
theorem screeningCharge_support {A : Matrix n n K} {I B : Finset n} {ρ u : n → K}
    (hEI : ∀ e, e ∉ I → e ∉ B → ∀ i ∈ I, A e i = 0) (hρ : ∀ j, j ∉ I → ρ j = 0)
    (hu : IsDirichletSolution A I ρ 0 u) :
    ∀ j, j ∉ B → screeningCharge A ρ u j = 0 := by
  intro j hB
  rw [screeningCharge, Pi.sub_apply]
  by_cases hj : j ∈ I
  · rw [hu.eqn j hj, sub_self]
  · rw [mulVec_eq_sum_of_support A hu.bdry j, hρ j hj, sub_zero]
    exact Finset.sum_eq_zero fun i hi => by rw [hEI j hj hB i hi, zero_mul]

/-- For invertible `A`, the isolated potential `A⁻¹ρ` solves the Dirichlet problem whose
prescribed values are minus the potential of the screening charge of the grounded solution. -/
theorem isolated_isDirichletSolution {A : Matrix n n K} {I : Finset n} {ρ u : n → K}
    (hA : IsUnit A.det) (hu : IsDirichletSolution A I ρ 0 u) :
    IsDirichletSolution A I ρ (-(A⁻¹ *ᵥ screeningCharge A ρ u)) (A⁻¹ *ᵥ ρ) := by
  refine ⟨fun i _ => ?_, fun j hj => ?_⟩
  · rw [Matrix.mulVec_mulVec, Matrix.mul_nonsing_inv A hA, Matrix.one_mulVec]
  · have h0 : u j = 0 := hu.bdry j hj
    rw [screeningCharge, Matrix.mulVec_sub, Matrix.mulVec_mulVec,
      Matrix.nonsing_inv_mul A hA, Matrix.one_mulVec, Pi.neg_apply, Pi.sub_apply, h0]
    ring

/-- James method: let `A` and its interior block be invertible, with no entries from interior
to exterior, and let the source lie in the interior. Then the screening charge of the grounded
solution `u` lies in `B`, and the second Dirichlet solution `w` is the isolated potential. -/
theorem james_method {A : Matrix n n K} {I B : Finset n} {ρ u w : n → K}
    (hA : IsUnit A.det) (hI : IsUnit (interiorBlock A I).det)
    (hEI : ∀ e, e ∉ I → e ∉ B → ∀ i ∈ I, A e i = 0) (hρ : ∀ j, j ∉ I → ρ j = 0)
    (hu : IsDirichletSolution A I ρ 0 u)
    (hw : IsDirichletSolution A I ρ (-(A⁻¹ *ᵥ screeningCharge A ρ u)) w) :
    (∀ j, j ∉ B → screeningCharge A ρ u j = 0) ∧ w = A⁻¹ *ᵥ ρ :=
  ⟨screeningCharge_support hEI hρ hu,
    (dirichlet_existsUnique hI ρ _).unique hw (isolated_isDirichletSolution hA hu)⟩

/-- James method with values on `B` only: let `A` and its interior block be invertible, with no
entries between interior and exterior in either direction, and let the source lie in the interior.
If `w` satisfies the interior equations and equals, on `B`, minus the potential of the screening
charge of the grounded solution `u`, then `w` is the isolated potential on `I ∪ B`. -/
theorem james_boundary_values {A : Matrix n n K} {I B : Finset n} {ρ u w : n → K}
    (hA : IsUnit A.det) (hI : IsUnit (interiorBlock A I).det)
    (hEI : ∀ e, e ∉ I → e ∉ B → ∀ i ∈ I, A e i = 0)
    (hIE : ∀ e, e ∉ I → e ∉ B → ∀ i ∈ I, A i e = 0) (hρ : ∀ j, j ∉ I → ρ j = 0)
    (hu : IsDirichletSolution A I ρ 0 u) (hw : ∀ i ∈ I, (A *ᵥ w) i = ρ i)
    (hwB : ∀ j ∈ B, w j = -∑ b ∈ B, A⁻¹ j b * screeningCharge A ρ u b) :
    ∀ j ∈ I ∪ B, w j = (A⁻¹ *ᵥ ρ) j := by
  have hfree := isolated_isDirichletSolution hA hu
  -- Replace the irrelevant exterior values of `w` by those of the isolated potential.
  let w' : n → K := fun j => if j ∈ I ∪ B then w j else (A⁻¹ *ᵥ ρ) j
  have hw' : IsDirichletSolution A I ρ (A⁻¹ *ᵥ ρ) w' := by
    refine ⟨fun i hi => ?_, fun j hj => ?_⟩
    · rw [← hw i hi]
      change ∑ j, A i j * w' j = ∑ j, A i j * w j
      refine Finset.sum_congr rfl fun j _ => ?_
      by_cases hj : j ∈ I ∪ B
      · have h : w' j = w j := if_pos hj
        rw [h]
      · rw [hIE j (fun h => hj (Finset.mem_union_left B h))
          (fun h => hj (Finset.mem_union_right I h)) i hi, zero_mul, zero_mul]
    · by_cases hB : j ∈ B
      · have h : w' j = w j := if_pos (Finset.mem_union_right I hB)
        rw [h, hwB j hB, hfree.bdry j hj, Pi.neg_apply,
          mulVec_eq_sum_of_support A⁻¹ (screeningCharge_support hEI hρ hu) j]
      · exact if_neg (fun h => (Finset.mem_union.mp h).elim hj hB)
  intro j hj
  have h : w' j = w j := if_pos hj
  rw [← h]
  exact congrFun ((dirichlet_existsUnique hI ρ _).unique hw' ⟨hfree.eqn, fun _ _ => rfl⟩) j

/-- The second-difference matrix of a chain of three sites. -/
def chain : Matrix (Fin 3) (Fin 3) ℚ := !![2, -1, 0; -1, 2, -1; 0, -1, 2]

/-- On the three-site chain with interior site 0, boundary site 1 and exterior site 2, the matrix
and its interior block are invertible and the entries between sites 0 and 2 vanish. The source
`(4, 0, 0)` has grounded solution `(2, 0, 0)` and screening charge `(0, -2, 0)`. -/
theorem james_method_witness :
    IsUnit chain.det ∧ IsUnit (interiorBlock chain {0}).det ∧ chain 2 0 = 0 ∧ chain 0 2 = 0 ∧
      IsDirichletSolution chain {0} ![4, 0, 0] 0 ![2, 0, 0] ∧
      screeningCharge chain ![4, 0, 0] ![2, 0, 0] = ![0, -2, 0] := by
  refine ⟨?_, ?_, by simp [chain], by simp [chain], ⟨?_, ?_⟩, ?_⟩
  · rw [isUnit_iff_ne_zero]
    rw [Matrix.det_fin_three]
    change (2 : ℚ) * 2 * 2 - 2 * (-1) * (-1) - (-1) * (-1) * 2 + (-1) * (-1) * 0
      + 0 * (-1) * (-1) - 0 * 2 * 0 ≠ 0
    norm_num
  · let : Unique ↥({0} : Finset (Fin 3)) :=
      ⟨⟨⟨0, by simp⟩⟩, fun x => Subtype.ext (Finset.mem_singleton.mp x.2)⟩
    rw [isUnit_iff_ne_zero, Matrix.det_unique]
    change chain 0 0 ≠ 0
    norm_num [chain]
  · intro i hi
    rw [Finset.mem_singleton.mp hi]
    norm_num [chain, Matrix.mulVec, dotProduct, Fin.sum_univ_succ]
  · intro j
    fin_cases j <;> simp
  · funext j
    fin_cases j <;>
      norm_num [screeningCharge, chain, Matrix.mulVec, dotProduct, Fin.sum_univ_succ]

/-- Invertibility of `A` alone does not suffice: for the two-site exchange matrix with interior
site 0 and zero source, `(1, 0)` solves the second Dirichlet problem but is not `A⁻¹ρ`. -/
theorem interior_invertibility_needed :
    let A : Matrix (Fin 2) (Fin 2) ℚ := !![0, 1; 1, 0]
    IsUnit A.det ∧ IsDirichletSolution A {0} 0 0 0 ∧
      IsDirichletSolution A {0} 0 (-(A⁻¹ *ᵥ screeningCharge A 0 0)) ![1, 0] ∧
      ![1, 0] ≠ A⁻¹ *ᵥ (0 : Fin 2 → ℚ) := by
  intro A
  refine ⟨?_, ⟨fun i _ => by simp, fun j _ => rfl⟩, ⟨?_, ?_⟩, ?_⟩
  · rw [isUnit_iff_ne_zero]
    norm_num [A, Matrix.det_fin_two]
  · intro i hi
    rw [Finset.mem_singleton.mp hi]
    simp [A, Matrix.mulVec, dotProduct, Fin.sum_univ_succ]
  · intro j
    fin_cases j <;> simp [screeningCharge]
  · intro h
    have h0 := congrFun h 0
    simp at h0

end JamesPoissonSolver
```

```lean
#print axioms JamesPoissonSolver.james_method
#print axioms JamesPoissonSolver.james_boundary_values
#print axioms JamesPoissonSolver.interior_invertibility_needed
```

```
'JamesPoissonSolver.james_method' depends on axioms: [propext, Classical.choice, Quot.sound]
'JamesPoissonSolver.james_boundary_values' depends on axioms: [propext, Classical.choice, Quot.sound]
'JamesPoissonSolver.interior_invertibility_needed' depends on axioms: [propext, Classical.choice, Quot.sound]
```

### From the matrix algebra to the proof

`mulVec_eq_sum_of_support` restricts a matrix–vector sum to the sites where the vector can be nonzero. `interiorBlock_mulVec` uses it to show that, on interior sites, $A$ acts on a vector supported in $I$ as $A_{II}$ does.

`dirichlet_existsUnique` follows the splitting $u=g+v$. For existence, `y` is $A_{II}^{-1}$ applied to $\rho-Ag$ on $I$, and `v` extends it by zero. For uniqueness, any solution `w` has a difference `w - g` that vanishes off $I$ and obeys the same interior system. Multiplying by $A_{II}^{-1}$ identifies its interior part with `y`.

`screeningCharge_support` splits on whether a site `j` outside `B` is interior. If it is, the equation for `u` cancels the source; if not, each term of the remaining sum contains a vanishing coupling.

`isolated_isDirichletSolution` has two parts: on $I$ it uses $A(A^{-1}\rho)=\rho$, and at sites outside $I$ it uses the identity $A^{-1}\sigma=u-A^{-1}\rho$ with $u=0$. It uses neither `hρ` nor `hEI`, which serve only to place $\sigma$ on $B$. `james_method` then combines this lemma with the uniqueness part of `dirichlet_existsUnique`.

In `james_boundary_values`, the function `w'` is `w` on $I\cup B$ and $A^{-1}\rho$ elsewhere. The proof checks that the replacement leaves the interior equations unchanged, because of `hIE`, and then compares `w'` with the isolated potential by uniqueness.

`james_method_witness` checks the three-site data up to the screening charge. `interior_invertibility_needed` shows what fails without `hI`. For the matrix that exchanges two sites, with site 0 interior, $A$ is invertible but $A_{II}=0$. With $\rho=0$, the grounded solution $u=0$ gives $\sigma=0$. The second problem then accepts $w=(1,0)$, although the isolated potential is zero. This matrix is indefinite and is not a discretised $-\nabla^2$; it is a purely algebraic counterexample.
